# Two neighbouring bond matrices on three d-level sites satisfy the Temperley-Lieb relations

On two sites with d levels each, the bond matrix has the entry δ_ab δ_ce in row (a, b) and column (c, e); for d > 0 it is d times the projector onto the normalised maximally entangled state ∑ₓ |xx⟩/√d. The theorem places it on sites 1 and 2 (e₁) and on sites 2 and 3 (e₂) of three, and states that e₁² = d e₁, e₂² = d e₂, e₁e₂e₁ = e₁ and e₂e₁e₂ = e₂. For the projectors P₁ and P₂ themselves, the last two relations would read P₁P₂P₁ = P₁/d² and P₂P₁P₂ = P₂/d². The attempt compares matrix entries, carries out the products with two contraction lemmas, and leaves the remaining deltas to case distinctions and `simp`.

The failing Lean file:

```lean
import Mathlib

open Matrix
open scoped Kronecker

namespace TemperleyLieb

noncomputable section

/-- The bond matrix on two copies of `ℂ^d`: the entry in row `(a, b)` and column `(c, e)`
is `δ_ab δ_ce`. -/
def bond (d : ℕ) : Matrix (Fin d × Fin d) (Fin d × Fin d) ℂ :=
  Matrix.of fun x y => (if x.1 = x.2 then 1 else 0) * (if y.1 = y.2 then 1 else 0)

/-- A two-site operator acting on sites 1 and 2 of three. -/
def onLeft {d : ℕ} (A : Matrix (Fin d × Fin d) (Fin d × Fin d) ℂ) :
    Matrix (Fin d × Fin d × Fin d) (Fin d × Fin d × Fin d) ℂ :=
  Matrix.of fun x y => A (x.1, x.2.1) (y.1, y.2.1) * (if x.2.2 = y.2.2 then 1 else 0)

/-- A two-site operator acting on sites 2 and 3 of three. -/
def onRight {d : ℕ} (A : Matrix (Fin d × Fin d) (Fin d × Fin d) ℂ) :
    Matrix (Fin d × Fin d × Fin d) (Fin d × Fin d × Fin d) ℂ :=
  Matrix.of fun x y => (if x.1 = y.1 then 1 else 0) * A x.2 y.2

/-- The bond matrix on sites 1 and 2 contracts these two sites and puts a delta in their place. -/
theorem onLeft_bond_mul {d : ℕ}
    (M : Matrix (Fin d × Fin d × Fin d) (Fin d × Fin d × Fin d) ℂ)
    (a b c : Fin d) (y : Fin d × Fin d × Fin d) :
    (onLeft (bond d) * M) (a, b, c) y = if a = b then ∑ x, M (x, x, c) y else 0 := by
  by_cases h : a = b <;>
    simp [Matrix.mul_apply, Fintype.sum_prod_type, onLeft, bond, h]

/-- The bond matrix on sites 2 and 3 contracts these two sites and puts a delta in their place. -/
theorem onRight_bond_mul {d : ℕ}
    (M : Matrix (Fin d × Fin d × Fin d) (Fin d × Fin d × Fin d) ℂ)
    (a b c : Fin d) (y : Fin d × Fin d × Fin d) :
    (onRight (bond d) * M) (a, b, c) y = if b = c then ∑ x, M (a, x, x) y else 0 := by
  by_cases h : b = c
  · simp [Matrix.mul_apply, Fintype.sum_prod_type, onRight, bond, h]
    -- sum over the spectator site first
    rw [Finset.sum_comm]
    simp
  · simp [Matrix.mul_apply, onRight, bond, h]

/-- On three copies of `ℂ^d` the two neighbouring bond matrices satisfy the Temperley-Lieb
relations `e₁² = d e₁`, `e₂² = d e₂`, `e₁ e₂ e₁ = e₁` and `e₂ e₁ e₂ = e₂`. -/
theorem temperleyLieb (d : ℕ) :
    onLeft (bond d) * onLeft (bond d) = (d : ℂ) • onLeft (bond d) ∧
    onRight (bond d) * onRight (bond d) = (d : ℂ) • onRight (bond d) ∧
    onLeft (bond d) * onRight (bond d) * onLeft (bond d) = onLeft (bond d) ∧
    onRight (bond d) * onLeft (bond d) * onRight (bond d) = onRight (bond d) := by
  refine ⟨?_, ?_, ?_, ?_⟩
  · -- a closed loop contributes the factor d
    ext ⟨a, b, c⟩ ⟨a', b', c'⟩
    rw [onLeft_bond_mul]
    by_cases h : a = b <;> simp [onLeft, bond, h]
  · ext ⟨a, b, c⟩ ⟨a', b', c'⟩
    rw [onRight_bond_mul]
    by_cases h : b = c <;> simp [onRight, bond, h]
  · -- the line through three bonds is pulled straight
    rw [mul_assoc]
    ext ⟨a, b, c⟩ ⟨a', b', c'⟩
    rw [onLeft_bond_mul]
    simp only [onRight_bond_mul]
    by_cases h : a' = b' <;> simp [onLeft, bond, h]
  · rw [mul_assoc]
    ext ⟨a, b, c⟩ ⟨a', b', c'⟩
    rw [onRight_bond_mul]
    simp only [onLeft_bond_mul]
    rcases eq_or_ne a a' with rfl | h2
    · by_cases h : b' = c' <;> simp [onRight, bond, h]
    · by_cases h : b' = c' <;> simp [onRight, bond, h, h2, h2.symm]

end

end TemperleyLieb
```

Messages:

```
Main.lean:57:2: error: unsolved goals
case pos
d : ℕ
a b c a' b' c' : Fin d
h : b = c
⊢ (if b' = c' then ↑(if a = a' then Finset.univ else ∅).card else 0) = if b' = c' then if a = a' then ↑d else 0 else 0
Main.lean:60:2: error: unsolved goals
case pos
d : ℕ
a b c a' b' c' : Fin d
h : a' = b'
⊢ (if a = b then if c = c' then 1 else 0 else 0) = if c = c' then if a = b then 1 else 0 else 0
Main.lean:72:59: warning: This simp argument is unused:
  h2.symm

Hint: Omit it from the simp argument list.
  [apply] simp [onRight, bond, h, h2]

Note: This linter can be disabled with `set_option linter.unusedSimpArgs false`
```

The change, after which it compiles:

```diff
@@ -57,5 +57,5 @@
   · ext ⟨a, b, c⟩ ⟨a', b', c'⟩
     rw [onRight_bond_mul]
-    by_cases h : b = c <;> simp [onRight, bond, h]
+    by_cases h : b = c <;> by_cases h' : a = a' <;> simp [onRight, bond, h, h']
   · -- the line through three bonds is pulled straight
     rw [mul_assoc]
@@ -63,5 +63,5 @@
     rw [onLeft_bond_mul]
     simp only [onRight_bond_mul]
-    by_cases h : a' = b' <;> simp [onLeft, bond, h]
+    by_cases h : a' = b' <;> by_cases h' : a = b <;> simp [onLeft, bond, h, h']
   · rw [mul_assoc]
     ext ⟨a, b, c⟩ ⟨a', b', c'⟩
@@ -70,5 +70,5 @@
     rcases eq_or_ne a a' with rfl | h2
     · by_cases h : b' = c' <;> simp [onRight, bond, h]
-    · by_cases h : b' = c' <;> simp [onRight, bond, h, h2, h2.symm]
+    · by_cases h : b' = c' <;> simp [onRight, bond, h, h2]
 
 end
```

Diagnosis. Both errors leave true equations that `simp` did not close, because a condition was still undecided.

In the second relation, with `b = c`, the left side sums over `x` a delta `a = a'` that does not depend on `x`. `simp` turned this sum into the cardinality of `if a = a' then Finset.univ else ∅`, while the right side has `if a = a' then ↑d else 0`. It did not move the cardinality inside the `if`. The added case distinction on `a = a'` settles the condition, and the cardinality becomes `d` or 0.

In the third relation, with `a' = b'`, both sides are 1 exactly when `a = b` and `c = c'`, but they test these conditions in opposite order, and `simp` did not interchange the nested `if`s. Once `a = b` is decided, both sides reduce to the same `if c = c'` or to 0.

The warning concerns the fourth relation, where `simp` never used `h2.symm`; removing it is mere tidying.
